# One-sided Rayleigh quotient iteration converges quadratically, not cubically, on a nonsymmetric 2×2 matrix

Let A be the matrix with rows (0, 1) and (0, 1), and start one-sided Rayleigh quotient iteration at (1, s) with 0 < |s| < 1/4. One step is well defined and gives a nonzero multiple of (1, s'), where

s' = s²(1 + s) / (s³ + 2s − 1).

The ratio s'/s² tends to −1 as s → 0, and no bound |s'| ≤ C|s|³ holds near 0. Every later step is also defined, and the iterates converge in direction to the eigenvector (1, 0) at exactly quadratic order.

For symmetric matrices the local convergence of this iteration is at least cubic. Nonsymmetric eigenproblems occur in electronic structure, for instance in equation-of-motion coupled-cluster theory; this real 2×2 model shows that the cubic rate need not carry over to them when only right vectors are used.

```lean
import Mathlib

open Matrix Filter Topology

namespace NonsymmetricRayleighIteration

noncomputable section
```

## The quotient and the step

For a real square matrix M and a nonzero real vector x, the Rayleigh quotient is

ρ(x) = xᵀMx / xᵀx.

In Lean, `⬝ᵥ` is the dot product and `*ᵥ` applies a matrix to a vector.

```lean
/-- The Rayleigh quotient `xᵀ M x / xᵀ x` of a real square matrix, for `x ≠ 0`. -/
def rayleigh {n : Type*} [Fintype n] (M : Matrix n n ℝ) (x : n → ℝ) : ℝ :=
  (x ⬝ᵥ M *ᵥ x) / (x ⬝ᵥ x)
```

A step solves (M − ρ(x)) y = x for y. "One-sided" means that ρ is built from x alone, without a left vector. The result is not normalised, which leaves the directions unchanged because ρ(kx) = ρ(x) for k ≠ 0. Lean's matrix inverse returns zero for a singular matrix, so invertibility is proved separately below.

```lean
/-- One step of one-sided Rayleigh quotient iteration, without normalisation: solve
`(M - ρ(x)) y = x` for `y`. Its domain is the nonzero `x` for which `M - ρ(x)` is invertible. -/
def rqiStep {n : Type*} [Fintype n] [DecidableEq n] (M : Matrix n n ℝ) (x : n → ℝ) : n → ℝ :=
  (M - rayleigh M x • (1 : Matrix n n ℝ))⁻¹ *ᵥ x
```

The model matrix has eigenvalue 0 with eigenvector (1, 0), and eigenvalue 1 with eigenvector (1, 1).

```lean
/-- The nonsymmetric model matrix with rows `(0, 1)` and `(0, 1)`. -/
def A : Matrix (Fin 2) (Fin 2) ℝ := !![0, 1; 0, 1]
```

The error of a vector proportional to (1, s) is measured by its slope s, whose absolute value is the tangent of the angle to (1, 0). The normalised vector is ±(1, s)/√(1 + s²). The function `slopeMap` is the claimed map s ↦ s'.

```lean
/-- The error map `s ↦ s² (1 + s) / (s³ + 2 s - 1)`, for `s³ + 2 s ≠ 1`. -/
def slopeMap (s : ℝ) : ℝ := s ^ 2 * (1 + s) / (s ^ 3 + 2 * s - 1)
```

## The shift avoids both eigenvalues

For x = k(1, s) we have Ax = k(s, s), so xᵀAx = k²s(1 + s) and xᵀx = k²(1 + s²). The factor k² cancels:

ρ = s(1 + s) / (1 + s²).

This eigenvalue estimate has an error of first order in s.

```lean
/-- On every nonzero multiple of `(1, s)` the Rayleigh quotient of `A` is
`s (1 + s) / (1 + s²)`. -/
theorem rayleigh_line {k : ℝ} (hk : k ≠ 0) (s : ℝ) :
    rayleigh A (k • ![1, s]) = s * (1 + s) / (1 + s ^ 2) := by
  have h1 : (k • ![1, s]) ⬝ᵥ A *ᵥ (k • ![1, s]) = k ^ 2 * (s * (1 + s)) := by
    simp [A, Matrix.mulVec, dotProduct, Fin.sum_univ_two]
    ring
  have h2 : (k • ![1, s]) ⬝ᵥ (k • ![1, s]) = k ^ 2 * (1 + s ^ 2) := by
    simp [dotProduct, Fin.sum_univ_two]
    ring
  rw [rayleigh, h1, h2, mul_div_mul_left _ _ (pow_ne_zero 2 hk)]
```

The shifted matrix A − r has rows (−r, 1) and (0, 1 − r), so its determinant is −r(1 − r).

```lean
/-- The matrix `A` shifted by `r` has determinant `-r (1 - r)`. -/
theorem det_shifted (r : ℝ) :
    (A - r • (1 : Matrix (Fin 2) (Fin 2) ℝ)).det = -r * (1 - r) := by
  rw [Matrix.det_fin_two]
  simp [A]
```

It remains to check that ρ is neither 0 nor 1. It vanishes only if s = 0 or s = −1, and ρ = 1 would require s + s² = 1 + s², that is, s = 1. All three values are excluded. At s = 0 the start is already the eigenvector, and the shifted matrix is singular. In Lean, invertibility is expressed by `IsUnit` of the determinant.

```lean
/-- For `0 < |s| < 1/4` and any nonzero multiple of `(1, s)`, the matrix `A` shifted by the
Rayleigh quotient is invertible. -/
theorem shifted_isUnit {k s : ℝ} (hk : k ≠ 0) (h0 : 0 < |s|) (h1 : |s| < 1 / 4) :
    IsUnit (A - rayleigh A (k • ![1, s]) • (1 : Matrix (Fin 2) (Fin 2) ℝ)).det := by
  obtain ⟨ha, hb⟩ := abs_lt.mp h1
  have hs : s ≠ 0 := abs_pos.mp h0
  have hp : 1 + s ≠ 0 := by linarith
  have hq : 1 + s ^ 2 ≠ 0 := by positivity
  rw [det_shifted, rayleigh_line hk, isUnit_iff_ne_zero]
  -- the shift avoids both eigenvalues, 0 and 1
  refine mul_ne_zero (neg_ne_zero.mpr (div_ne_zero (mul_ne_zero hs hp) hq)) ?_
  intro h
  have h' : s * (1 + s) / (1 + s ^ 2) = 1 := by linarith
  rw [div_eq_iff hq] at h'
  nlinarith
```

## Solving the shifted system

The denominator of s' must not vanish. From |s³| ≤ 1/64 and |2s| < 1/2,

−97/64 ≤ s³ + 2s − 1 ≤ −31/64.

```lean
/-- For `|s| < 1/4` the denominator of the error map lies between `-97/64` and `-31/64`. -/
theorem denominator_bounds {s : ℝ} (h1 : |s| < 1 / 4) :
    -(97 / 64) ≤ s ^ 3 + 2 * s - 1 ∧ s ^ 3 + 2 * s - 1 ≤ -(31 / 64) := by
  obtain ⟨ha, hb⟩ := abs_lt.mp h1
  have h3 : |s ^ 3| ≤ (1 / 4) ^ 3 := by
    rw [abs_pow]
    exact pow_le_pow_left₀ (abs_nonneg s) h1.le 3
  obtain ⟨hc, hd⟩ := abs_le.mp h3
  constructor <;> linarith
```

The system (A − ρ) y = k(1, s) reads

−ρ y₁ + y₂ = k,
(1 − ρ) y₂ = ks.

Since 1 − ρ = (1 − s)/(1 + s²), the second row gives

y₂ = ks(1 + s²)/(1 − s),

and the first then gives

y₁ = (y₂ − k)/ρ = k(1 + s²)(s³ + 2s − 1) / ((1 − s)s(1 + s)).

Dividing, y₂/y₁ = s²(1 + s)/(s³ + 2s − 1) = s'.

The proof takes c = y₁ and verifies the solution c(1, s') instead of deriving it. The equations `e1` and `e2` are the two rows, `key` assembles them into the matrix equation, and multiplication by the inverse gives the step. If c were 0, `e1` would force k = 0.

```lean
/-- For `0 < |s| < 1/4`, one step of Rayleigh quotient iteration sends a nonzero multiple of
`(1, s)` to a nonzero multiple of `(1, s')` with `s' = s² (1 + s) / (s³ + 2 s - 1)`. -/
theorem rqiStep_line {k s : ℝ} (hk : k ≠ 0) (h0 : 0 < |s|) (h1 : |s| < 1 / 4) :
    ∃ c : ℝ, c ≠ 0 ∧ rqiStep A (k • ![1, s]) = c • ![1, slopeMap s] := by
  have hu := shifted_isUnit hk h0 h1
  obtain ⟨ha, hb⟩ := abs_lt.mp h1
  have hs : s ≠ 0 := abs_pos.mp h0
  have hp : 1 + s ≠ 0 := by linarith
  have hm : 1 - s ≠ 0 := by linarith
  have hq : 1 + s ^ 2 ≠ 0 := by positivity
  have hD : s ^ 3 + 2 * s - 1 ≠ 0 := by linarith [(denominator_bounds h1).2]
  obtain ⟨c, hc⟩ : ∃ c, c = k * (1 + s ^ 2) * (s ^ 3 + 2 * s - 1) / ((1 - s) * s * (1 + s)) :=
    ⟨_, rfl⟩
  obtain ⟨r, hr⟩ : ∃ r, r = rayleigh A (k • ![1, s]) := ⟨_, rfl⟩
  have hr' := hr.trans (rayleigh_line hk s)
  -- the two rows of the shifted linear system
  obtain ⟨D, hDdef⟩ : ∃ D, D = s ^ 3 + 2 * s - 1 := ⟨_, rfl⟩
  have hD' : D ≠ 0 := by
    rw [hDdef]
    exact hD
  have hS : slopeMap s = s ^ 2 * (1 + s) / D := by
    rw [slopeMap, hDdef]
  have e1 : c * (slopeMap s - r) = k := by
    rw [hc, hr', hS, ← hDdef]
    field_simp
    rw [hDdef]
    ring
  have e2 : c * slopeMap s * (1 - r) = k * s := by
    rw [hc, hr', hS, ← hDdef]
    field_simp
    ring
  refine ⟨c, ?_, ?_⟩
  · rintro rfl
    exact hk (by linarith)
  · rw [← hr] at hu
    have key : (A - r • (1 : Matrix (Fin 2) (Fin 2) ℝ)) *ᵥ (c • ![1, slopeMap s])
        = k • ![1, s] := by
      generalize slopeMap s = t at e1 e2 ⊢
      ext i
      fin_cases i
      · simp [A, Matrix.mulVec, dotProduct, Fin.sum_univ_two]
        linear_combination e1
      · simp [A, Matrix.mulVec, dotProduct, Fin.sum_univ_two]
        linear_combination e2
    rw [rqiStep, ← hr, ← key, Matrix.mulVec_mulVec, Matrix.nonsing_inv_mul _ hu,
      Matrix.one_mulVec]
```

As an example, take k = 1 and s = 1/10. Then ρ = 11/101, and the rows give y₂ = 101/900 and y₁ = −(799/900)(101/11). Hence s' = −11/799 ≈ −0.01377, with s'/s² ≈ −1.38. A second step gives a slope of about −0.000182, which is −0.96 times the square of the previous one.

## Quadratic order from both sides

Write w = −(s³ + 2s − 1), which is positive, so that |s'| = s²(1 + s)/w. The denominator bounds give (2/5)w ≤ 97/160 < 3/4 < 1 + s, and also 1 + s < 5/4 < 93/64 ≤ 3w. Therefore

(2/5)s² ≤ |s'| ≤ 3s².

```lean
/-- For `|s| < 1/4` the new error is bounded above and below by multiples of `s²`. -/
theorem slopeMap_bounds {s : ℝ} (h1 : |s| < 1 / 4) :
    2 / 5 * s ^ 2 ≤ |slopeMap s| ∧ |slopeMap s| ≤ 3 * s ^ 2 := by
  obtain ⟨ha, hb⟩ := abs_lt.mp h1
  obtain ⟨hl, hu⟩ := denominator_bounds h1
  have hneg : s ^ 3 + 2 * s - 1 < 0 := by linarith
  have hnum : 0 ≤ s ^ 2 * (1 + s) := mul_nonneg (sq_nonneg s) (by linarith)
  rw [slopeMap, abs_div, abs_of_nonneg hnum, abs_of_neg hneg]
  constructor
  · rw [le_div_iff₀ (by linarith)]
    have h : 2 / 5 * -(s ^ 3 + 2 * s - 1) ≤ 1 + s := by linarith
    linarith [mul_le_mul_of_nonneg_left h (sq_nonneg s)]
  · rw [div_le_iff₀ (by linarith)]
    have h : 1 + s ≤ 3 * -(s ^ 3 + 2 * s - 1) := by linarith
    linarith [mul_le_mul_of_nonneg_left h (sq_nonneg s)]
```

For s ≠ 0,

s'/s² = (1 + s)/(s³ + 2s − 1),

and the right side is continuous at 0 with value −1. The filter `𝓝[≠] 0` expresses the approach through nonzero s.

```lean
/-- The ratio `s' / s²` of the new error to the square of the old one tends to `-1` as `s`
tends to `0` through nonzero values. -/
theorem slope_ratio_tendsto :
    Tendsto (fun s : ℝ => slopeMap s / s ^ 2) (𝓝[≠] 0) (𝓝 (-1)) := by
  have hc : ContinuousAt (fun s : ℝ => (1 + s) / (s ^ 3 + 2 * s - 1)) 0 :=
    ContinuousAt.div (by fun_prop) (by fun_prop) (by norm_num)
  have hv : Tendsto (fun s : ℝ => (1 + s) / (s ^ 3 + 2 * s - 1)) (𝓝 0) (𝓝 (-1)) := by
    convert hc.tendsto using 2
    norm_num
  refine (hv.mono_left nhdsWithin_le_nhds).congr' ?_
  filter_upwards [self_mem_nhdsWithin] with s hs
  have hs' : s ≠ 0 := hs
  rw [slopeMap, div_right_comm, mul_div_cancel_left₀ _ (pow_ne_zero 2 hs')]
```

For any constant C, take s ≠ 0 with |s| below both 1/4 and (2/5)/(|C| + 1). Then C|s| < 2/5, and the lower bound gives

C|s|³ < (2/5)s² ≤ |s'|.

This rules out a cubic bound, whatever its constant.

```lean
/-- Convergence is not cubic: for every constant `C`, the new error exceeds `C |s|³` for all
sufficiently small nonzero `s`. -/
theorem not_cubic (C : ℝ) :
    ∃ δ > 0, ∀ s : ℝ, 0 < |s| → |s| < δ → C * |s| ^ 3 < |slopeMap s| := by
  have hC : 0 < |C| + 1 := by positivity
  refine ⟨min (1 / 4) (2 / 5 / (|C| + 1)), by positivity, fun s h0 h => ?_⟩
  obtain ⟨h1, h2⟩ := lt_min_iff.mp h
  rw [lt_div_iff₀ hC] at h2
  have h3 : C * |s| < 2 / 5 := by nlinarith [le_abs_self C]
  calc C * |s| ^ 3 = C * |s| * |s| ^ 2 := by ring
    _ < 2 / 5 * |s| ^ 2 := mul_lt_mul_of_pos_right h3 (pow_pos h0 2)
    _ = 2 / 5 * s ^ 2 := by rw [sq_abs]
    _ ≤ |slopeMap s| := (slopeMap_bounds h1).1
```

## The whole iteration

Let t be the slope after n steps and t' the next one. The bounds for one step can be written as

(2|t|/5)² ≤ 2|t'|/5 and 3|t'| ≤ (3|t|)².

Moreover 0 < |t'| ≤ 3t² < 1/4, so the next step is defined as well. Induction from t = s gives

(2|s|/5)^(2^n) ≤ 2|t|/5 and 3|t| ≤ (3|s|)^(2^n).

Since 3|s| < 3/4, the slope tends to 0, and the exponent 2^n appears in both bounds.

In the theorem, `(rqiStep A)^[n]` is the n-fold step, and `k` is the scale left by the missing normalisation. The `IsUnit` clause says that step n + 1 is defined. The successor case applies `rqiStep_line` and `slopeMap_bounds` to t, then squares the two inductive bounds. The statement concerns this one matrix and real numbers without rounding.

```lean
/-- Start Rayleigh quotient iteration for `A` at `(1, s)` with `0 < |s| < 1/4`. After `n` steps
the vector is a nonzero multiple of some `(1, t)`, the next shifted matrix is invertible, and
`|t|` is bounded above and below by quadratically convergent sequences. -/
theorem rqi_quadratic {s : ℝ} (h0 : 0 < |s|) (h1 : |s| < 1 / 4) (n : ℕ) :
    ∃ k t : ℝ, k ≠ 0 ∧ (rqiStep A)^[n] ![1, s] = k • ![1, t] ∧
      IsUnit (A - rayleigh A (k • ![1, t]) • (1 : Matrix (Fin 2) (Fin 2) ℝ)).det ∧
      0 < |t| ∧ |t| < 1 / 4 ∧
      (2 / 5 * |s|) ^ (2 ^ n) ≤ 2 / 5 * |t| ∧ 3 * |t| ≤ (3 * |s|) ^ (2 ^ n) := by
  induction n with
  | zero =>
    exact ⟨1, s, one_ne_zero, by simp, shifted_isUnit one_ne_zero h0 h1, h0, h1,
      by simp, by simp⟩
  | succ n ih =>
    obtain ⟨k, t, hk, hx, -, ht0, ht1, hlo, hup⟩ := ih
    obtain ⟨c, hc, hstep⟩ := rqiStep_line hk ht0 ht1
    obtain ⟨hb1, hb2⟩ := slopeMap_bounds ht1
    rw [← sq_abs t] at hb1 hb2
    -- the new error stays in the region where the step is defined
    have hn0 : 0 < |slopeMap t| := lt_of_lt_of_le (by positivity) hb1
    have hn1 : |slopeMap t| < 1 / 4 := by nlinarith
    refine ⟨c, slopeMap t, hc, ?_, shifted_isUnit hc hn0 hn1, hn0, hn1, ?_, ?_⟩
    · rw [Function.iterate_succ_apply', hx, hstep]
    · rw [pow_succ 2 n, pow_mul]
      have h := pow_le_pow_left₀ (by positivity) hlo 2
      nlinarith
    · rw [pow_succ 2 n, pow_mul]
      have h := pow_le_pow_left₀ (by positivity) hup 2
      nlinarith

end

end NonsymmetricRayleighIteration
```

```lean
#print axioms NonsymmetricRayleighIteration.slope_ratio_tendsto
#print axioms NonsymmetricRayleighIteration.not_cubic
#print axioms NonsymmetricRayleighIteration.rqi_quadratic
```

```
'NonsymmetricRayleighIteration.slope_ratio_tendsto' depends on axioms: [propext, Classical.choice, Quot.sound]
'NonsymmetricRayleighIteration.not_cubic' depends on axioms: [propext, Classical.choice, Quot.sound]
'NonsymmetricRayleighIteration.rqi_quadratic' depends on axioms: [propext, Classical.choice, Quot.sound]
```
